# The largest difference in the probability of a measurement outcome between a pure state v and a density matrix ρ lies between 1 − F and √(1 − F), where F = ⟨v, ρv⟩

## States, effects and fidelity

Let $v\in\mathbb C^N$ be a unit vector and $P=vv^*$ its projector. The inner product $\langle x,y\rangle=\sum_i \bar x_i y_i$ is conjugate-linear in the first slot. A density matrix $\rho$ is positive semidefinite with $\mathrm{Tr}\,\rho=1$. An effect is a matrix $E$ with $0\le E\le 1$; it represents one outcome of a measurement, which occurs with probability $\mathrm{Tr}(E\rho)$ in the state $\rho$.

The fidelity is taken in its squared form, $F=\langle v,\rho v\rangle$. If $\rho=ww^*$ is pure, then $F=|\langle v,w\rangle|^2$.

## The question and its answer

For an effect $E$ write
$$a=\langle v,Ev\rangle,\qquad b=\mathrm{Tr}(E\rho),\qquad d=a-b=\mathrm{Tr}\big(E(P-\rho)\big).$$
The number $d$ is the advantage of $E$: how much more often the outcome occurs in $v$ than in $\rho$. The result is that a largest advantage $\mu$ exists and satisfies
$$1-F\le \mu\le\sqrt{1-F}.$$

In a finite-dimensional model, this turns a measured fidelity with a pure target state into a limit on how far the probability of any measurement outcome in the target state can exceed its probability in the prepared state.

These are the Fuchs–van de Graaf inequalities with one state pure. For two mixed states the lower bound is the weaker $1-\sqrt F$, and that case is not treated here.

## Existence and the lower bound

If $A,B\ge0$, write $A=S^*S$. Then $\mathrm{Tr}(AB)=\mathrm{Tr}(SBS^*)\ge0$.

Applied to $E$ and $1-E$, this gives $\sum_{ij}|E_{ij}|^2=\mathrm{Tr}\,E^2\le\mathrm{Tr}\,E\le N$, so the effects form a bounded set. The set is also closed, hence compact, and the continuous function $E\mapsto d$ attains its maximum on it.

The projector $P$ is itself an effect, and its advantage is $\mathrm{Tr}\,P^2-\mathrm{Tr}(P\rho)=1-F$. The maximum is at least this large.

## The upper bound

Let $M\ge0$, $m=\langle v,Mv\rangle$ and $t$ real. Since $PMP=mP$,
$$(1-tP)M(1-tP)=M-t(PM+MP)+t^2mP\ge0.$$
Tracing against $\rho$ gives
$$\mathrm{Tr}(M\rho)-t\,\mathrm{Tr}\big((PM+MP)\rho\big)+t^2mF\ge0.$$

From here on $A$ and $B$ denote real numbers, not matrices. Take $0\le s<1$ and set $A=1+s(1-2a)$. Because $a\le1$, we have $A\ge1-s>0$. Put $x=\mathrm{Tr}((PE+EP)\rho)$. The choices $M=E$, $t=(1-s)/A$ and $M=1-E$, $t=(1+s)/A$ give
$$b-\frac{1-s}{A}x+\frac{(1-s)^2}{A^2}aF\ge0,$$
$$1-b-\frac{1+s}{A}(2F-x)+\frac{(1+s)^2}{A^2}(1-a)F\ge0.$$

Multiply the first by $1+s$, the second by $1-s$, and add. The terms in $x$ cancel. The quadratic terms combine through $(1-s)a+(1+s)(1-a)=A$, which leaves
$$B-\frac{F(1-s^2)}{A}\ge0,\qquad B=1-s(1-2b).$$
Since $A+B=2(1-sd)$ and $A-B=2s(1-a-b)$,
$$F(1-s^2)\le AB=(1-sd)^2-s^2(1-a-b)^2\le(1-sd)^2.$$

At $s=0$ this says $F\le1$. Also $d\le1$, because $a\le1$ and $b\ge0$. Three cases remain:

- If $d\le0$, then $d\le\sqrt{1-F}$ at once.
- If $0<d<1$, choose $s=d$. Then $F(1-d^2)\le(1-d^2)^2$, and division by $1-d^2>0$ gives $d^2\le1-F$.
- If $d=1$, suppose $F>0$ and choose $s=1-F/2$. The inequality becomes $F^2(3-F)/4\le0$, which is impossible for $0<F\le1$. So $F=0$, and the bound holds.

## Mixing the two fidelity conventions

Some texts call $f=\sqrt{\langle v,\rho v\rangle}$ the fidelity. In that convention the bounds read $1-f^2$ and $\sqrt{1-f^2}$. Putting $f$ in place of $F$ without squaring gives a false upper bound: two pure states with $f=1/2$ have maximal advantage $\sqrt3/2\approx0.87$, above $\sqrt{1-f}\approx0.71$.

## How the Lean statement encodes the physics

The index type `n` is finite and labels a basis. A vector is a function `n → ℂ`, so normalisation enters as the hypothesis `star v ⬝ᵥ v = 1`. `IsDensity` and `IsEffect` are the two definitions above, `proj v` is $P$, and `expval v ρ` is $F$.

The set `advantages v ρ` contains every value of $d$. Its definition takes the real part of the trace to obtain a real number; nothing is lost, since the trace of a product of two Hermitian matrices is real. In `pure_mixed_bounds`, `IsGreatest (advantages v ρ) M` says that `M`, our $\mu$, is reached by some effect and exceeded by none.

The theorem speaks of this maximum directly and does not identify it with half the trace norm of $P-\rho$. Infinite-dimensional spaces are not covered.

```lean
import Mathlib

open Matrix
open scoped ComplexOrder MatrixOrder

namespace PureMixedDistinguishability

noncomputable section

variable {n : Type*} [Fintype n] [DecidableEq n]

/-- A density matrix: positive semidefinite with unit trace. -/
def IsDensity (ρ : Matrix n n ℂ) : Prop := ρ.PosSemidef ∧ ρ.trace = 1

/-- An effect: a matrix `E` with `0 ≤ E ≤ 1`. -/
def IsEffect (E : Matrix n n ℂ) : Prop := E.PosSemidef ∧ (1 - E).PosSemidef

/-- The matrix `v v^*`. -/
def proj (v : n → ℂ) : Matrix n n ℂ := vecMulVec v (star v)

/-- The real part of `⟨v, M v⟩`. -/
def expval (v : n → ℂ) (M : Matrix n n ℂ) : ℝ := (star v ⬝ᵥ M *ᵥ v).re

/-- All values of the real part of `Tr(E (v v^* - ρ))` as `E` runs over the effects. -/
def advantages (v : n → ℂ) (ρ : Matrix n n ℂ) : Set ℝ :=
  (fun E => (E * (proj v - ρ)).trace.re) '' {E | IsEffect E}

/-- The trace of a product of two positive semidefinite matrices has nonnegative real part. -/
theorem trace_mul_nonneg {A B : Matrix n n ℂ} (hA : A.PosSemidef) (hB : B.PosSemidef) :
    0 ≤ (A * B).trace.re := by
  let S : AddSubmonoid (Matrix n n ℂ) :=
    { carrier := {X | 0 ≤ (X * B).trace.re}
      zero_mem' := by simp
      add_mem' := by
        intro X Y hX hY
        simp only [Set.mem_ofPred_eq, add_mul, Matrix.trace_add, Complex.add_re] at *
        exact add_nonneg hX hY }
  have hmem := StarOrderedRing.nonneg_iff.1 (Matrix.nonneg_iff_posSemidef.2 hA)
  -- it suffices to treat `A = s^* s`, where the trace is that of `s B s^*`
  have hle : AddSubmonoid.closure (Set.range fun s : Matrix n n ℂ => star s * s) ≤ S := by
    rw [AddSubmonoid.closure_le]
    rintro _ ⟨s, rfl⟩
    have h := (hB.mul_mul_conjTranspose_same s).trace_nonneg
    have e : (star s * s * B).trace = (s * B * sᴴ).trace := by
      rw [star_eq_conjTranspose, mul_assoc, Matrix.trace_mul_comm]
    change 0 ≤ (star s * s * B).trace.re
    rw [e]
    exact (Complex.le_def.1 h).1
  exact hle hmem

/-- The effects form a compact set. -/
theorem isCompact_effects : IsCompact {E : Matrix n n ℂ | IsEffect E} := by
  have hpsd : IsClosed {A : Matrix n n ℂ | A.PosSemidef} := by
    have e : {A : Matrix n n ℂ | A.PosSemidef} = {A | Aᴴ = A} ∩
        ⋂ x : n → ℂ, {A | 0 ≤ (star x ⬝ᵥ A *ᵥ x).re ∧ 0 = (star x ⬝ᵥ A *ᵥ x).im} := by
      ext A
      simp only [Set.mem_ofPred_eq, Set.mem_inter_iff, Set.mem_iInter,
        Matrix.posSemidef_iff_dotProduct_mulVec, Matrix.IsHermitian, Complex.le_def,
        Complex.zero_re, Complex.zero_im]
    have hc (x : n → ℂ) : Continuous fun A : Matrix n n ℂ => star x ⬝ᵥ A *ᵥ x :=
      continuous_finsetSum _ fun i _ => continuous_const.mul
        (continuous_finsetSum _ fun j _ => (continuous_id.matrix_elem i j).mul continuous_const)
    rw [e]
    exact (isClosed_eq continuous_id.matrix_conjTranspose continuous_id).inter
      (isClosed_iInter fun x =>
        (isClosed_le continuous_const (Complex.continuous_re.comp (hc x))).inter
          (isClosed_eq continuous_const (Complex.continuous_im.comp (hc x))))
  have hcl : IsClosed {E : Matrix n n ℂ | IsEffect E} :=
    hpsd.inter (hpsd.preimage (continuous_const.sub continuous_id))
  have hK : IsCompact {A : Matrix n n ℂ | ∀ i ∈ Set.univ, ∀ j ∈ Set.univ,
      A i j ∈ Metric.closedBall (0 : ℂ) (Fintype.card n + 1)} := by
    have h := isCompact_univ_pi (fun _ : n => isCompact_univ_pi
      (fun _ : n => isCompact_closedBall (0 : ℂ) (Fintype.card n + 1)))
    exact h
  refine hK.of_isClosed_subset hcl (fun E hE i _ j _ => ?_)
  -- entries are bounded because `Tr E² ≤ Tr E ≤ Fintype.card n`
  have h1 := trace_mul_nonneg hE.1 hE.2
  have h2 := (Complex.le_def.1 hE.2.trace_nonneg).1
  have e : (E * Eᴴ).trace.re = ∑ i, ∑ j, ‖E i j‖ ^ 2 := by
    simp only [Matrix.trace, Matrix.diag_apply, Matrix.mul_apply, conjTranspose_apply,
      Complex.re_sum]
    refine Finset.sum_congr rfl fun i _ => Finset.sum_congr rfl fun j _ => ?_
    rw [← Complex.normSq_eq_norm_sq, Complex.normSq_apply]
    simp [Complex.mul_re]
  rw [hE.1.isHermitian.eq] at e
  have h3 : ‖E i j‖ ^ 2 ≤ ∑ i, ∑ j, ‖E i j‖ ^ 2 :=
    (Finset.single_le_sum (f := fun j => ‖E i j‖ ^ 2) (fun _ _ => by positivity)
      (Finset.mem_univ j)).trans (Finset.single_le_sum (f := fun i => ∑ j, ‖E i j‖ ^ 2)
      (fun _ _ => by positivity) (Finset.mem_univ i))
  simp only [mul_sub, mul_one, Matrix.trace_sub, Matrix.trace_one, Complex.sub_re,
    Complex.natCast_re, Complex.zero_re] at h1 h2
  rw [mem_closedBall_zero_iff]
  nlinarith [sq_nonneg (‖E i j‖ - 1), norm_nonneg (E i j)]

omit [DecidableEq n] in
/-- `Tr(M v v^*) = ⟨v, M v⟩`. -/
lemma trace_mul_proj (v : n → ℂ) (M : Matrix n n ℂ) :
    (M * proj v).trace = star v ⬝ᵥ M *ᵥ v := by
  simp only [proj, Matrix.trace, Matrix.diag_apply, Matrix.mul_apply, vecMulVec_apply,
    dotProduct, mulVec, Finset.mul_sum]
  exact Finset.sum_congr rfl fun i _ => Finset.sum_congr rfl fun j _ => by ring

omit [DecidableEq n] in
/-- `v v^* M v v^* = ⟨v, M v⟩ v v^*`. -/
lemma proj_sandwich (v : n → ℂ) (M : Matrix n n ℂ) :
    proj v * M * proj v = (star v ⬝ᵥ M *ᵥ v) • proj v := by
  rw [mul_assoc]
  ext i j
  simp only [proj, Matrix.mul_apply, vecMulVec_apply, Matrix.smul_apply, smul_eq_mul,
    dotProduct, mulVec, Finset.mul_sum, Finset.sum_mul]
  exact Finset.sum_congr rfl fun i _ => Finset.sum_congr rfl fun j _ => by ring

omit [DecidableEq n] in
/-- For positive semidefinite `M` the factor in `v v^* M v v^*` is the real `expval v M`. -/
lemma sandwich_real (v : n → ℂ) {M : Matrix n n ℂ} (hM : M.PosSemidef) :
    proj v * M * proj v = expval v M • proj v := by
  have h : star v ⬝ᵥ M *ᵥ v = (expval v M : ℂ) :=
    Complex.ext rfl (by simpa using (Complex.le_def.1 (hM.dotProduct_mulVec_nonneg v)).2.symm)
  rw [proj_sandwich, h]
  ext i j
  simp [Matrix.smul_apply, Complex.real_smul]

omit [Fintype n] [DecidableEq n] in
/-- `v v^*` is Hermitian. -/
lemma proj_herm (v : n → ℂ) : (proj v)ᴴ = proj v := by
  ext i j
  simp [proj, vecMulVec_apply, mul_comm]

/-- For a unit vector, `v v^*` is idempotent. -/
lemma proj_sq {v : n → ℂ} (hv : star v ⬝ᵥ v = 1) : proj v * proj v = proj v := by
  simpa [hv] using proj_sandwich v 1

/-- For a unit vector, `v v^*` has trace one. -/
lemma proj_trace {v : n → ℂ} (hv : star v ⬝ᵥ v = 1) : (proj v).trace = 1 := by
  simpa [hv] using trace_mul_proj v 1

/-- A Hermitian idempotent is an effect. -/
lemma effect_of_idem {E : Matrix n n ℂ} (h : Eᴴ = E) (h2 : E * E = E) : IsEffect E := by
  constructor
  · have := posSemidef_conjTranspose_mul_self E
    rwa [h, h2] at this
  · have := posSemidef_conjTranspose_mul_self (1 - E)
    have e : (1 - E)ᴴ * (1 - E) = 1 - E := by
      rw [conjTranspose_sub, conjTranspose_one, h]
      linear_combination (norm := noncomm_ring) h2
    rwa [e] at this

omit [DecidableEq n] in
/-- The real part of `Tr(E (v v^* - ρ))` is `expval v E` minus the real part of `Tr(E ρ)`. -/
lemma advantage_eq (v : n → ℂ) (E ρ : Matrix n n ℂ) :
    (E * (proj v - ρ)).trace.re = expval v E - (E * ρ).trace.re := by
  rw [mul_sub, Matrix.trace_sub, trace_mul_proj, Complex.sub_re, expval]

/-- For positive semidefinite `M` and `ρ` and real `t`, the trace of `(1 - t v v^*) M (1 - t v v^*)
ρ`, written out, is nonnegative. -/
lemma quadratic_bound (v : n → ℂ) {M ρ : Matrix n n ℂ} (hM : M.PosSemidef)
    (hρ : ρ.PosSemidef) (t : ℝ) :
    0 ≤ (M * ρ).trace.re - t * ((proj v * M * ρ).trace.re + (M * proj v * ρ).trace.re)
      + t ^ 2 * expval v M * expval v ρ := by
  have h := hM.conjTranspose_mul_mul_same (1 - t • proj v)
  have e : (1 - t • proj v)ᴴ * M * (1 - t • proj v) =
      M - t • (proj v * M + M * proj v) + (t ^ 2 * expval v M) • proj v := by
    rw [conjTranspose_sub, conjTranspose_one, conjTranspose_smul, star_trivial, proj_herm,
      mul_smul (t ^ 2), ← sandwich_real v hM]
    simp only [sub_mul, mul_sub, one_mul, mul_one, smul_mul_assoc, mul_smul_comm]
    module
  rw [e] at h
  have k := trace_mul_nonneg h hρ
  have hF : (proj v * ρ).trace.re = expval v ρ := by
    rw [Matrix.trace_mul_comm, trace_mul_proj, expval]
  simp only [add_mul, sub_mul, smul_mul_assoc, Matrix.trace_add, Matrix.trace_sub,
    Matrix.trace_smul, Complex.add_re, Complex.sub_re, Complex.smul_re, smul_eq_mul, hF] at k
  linarith

/-- In a unit vector an effect has probability between 0 and 1, and `1 - E` has the
complementary probability. -/
lemma expval_mem {v : n → ℂ} (hv : star v ⬝ᵥ v = 1) {E : Matrix n n ℂ} (hE : IsEffect E) :
    expval v (1 - E) = 1 - expval v E ∧ 0 ≤ expval v E ∧ expval v E ≤ 1 := by
  have e : expval v (1 - E) = 1 - expval v E := by
    simp [expval, Matrix.sub_mulVec, dotProduct_sub, hv]
  have h1 : 0 ≤ expval v E := (Complex.le_def.1 (hE.1.dotProduct_mulVec_nonneg v)).1
  have h2 : 0 ≤ expval v (1 - E) := (Complex.le_def.1 (hE.2.dotProduct_mulVec_nonneg v)).1
  exact ⟨e, h1, by linarith⟩

/-- For every effect `E` and `0 ≤ s < 1`, the fidelity `F` obeys
`F (1 - s²) ≤ (1 - s d)²`, with `d` the difference of the probabilities of `E`. -/
theorem fidelity_bound {v : n → ℂ} (hv : star v ⬝ᵥ v = 1) {ρ E : Matrix n n ℂ}
    (hρ : IsDensity ρ) (hE : IsEffect E) {s : ℝ} (hs : 0 ≤ s) (hs1 : s < 1) :
    expval v ρ * (1 - s ^ 2) ≤ (1 - s * (expval v E - (E * ρ).trace.re)) ^ 2 := by
  obtain ⟨e, ha, ha1⟩ := expval_mem hv hE
  have hA : 0 < 1 + s * (1 - 2 * expval v E) := by
    nlinarith [mul_nonneg hs (sub_nonneg.2 ha1)]
  obtain ⟨c, hc⟩ : ∃ c : ℝ, (1 + s * (1 - 2 * expval v E)) * c = 1 :=
    ⟨_, mul_inv_cancel₀ hA.ne'⟩
  have h1 := quadratic_bound v hE.1 hρ.1 ((1 - s) * c)
  have h2 := quadratic_bound v hE.2 hρ.1 ((1 + s) * c)
  have hF : (proj v * ρ).trace.re = expval v ρ := by
    rw [Matrix.trace_mul_comm, trace_mul_proj, expval]
  simp only [e, mul_sub, sub_mul, mul_one, one_mul, Matrix.trace_sub, Complex.sub_re, hρ.2,
    Complex.one_re, hF] at h1 h2
  generalize expval v E = a at *
  generalize expval v ρ = F at *
  generalize (E * ρ).trace.re = b at *
  -- weights `1 + s` and `1 - s` cancel the cross terms
  have k1 := mul_nonneg (by linarith : 0 ≤ 1 + s) h1
  have k2 := mul_nonneg (by linarith : 0 ≤ 1 - s) h2
  have c1 : F * (1 - s ^ 2) * c * ((1 + s * (1 - 2 * a)) * c) = F * (1 - s ^ 2) * c := by
    rw [hc, mul_one]
  have k3 : 0 ≤ 1 - s * (1 - 2 * b) - F * (1 - s ^ 2) * c := by linarith
  have k4 := mul_nonneg hA.le k3
  have c2 : F * (1 - s ^ 2) * ((1 + s * (1 - 2 * a)) * c) = F * (1 - s ^ 2) := by
    rw [hc, mul_one]
  linarith [sq_nonneg (s * (1 - a - b))]

/-- No effect distinguishes `v` from `ρ` with an advantage above `√(1 - F)`. -/
theorem advantage_le {v : n → ℂ} (hv : star v ⬝ᵥ v = 1) {ρ E : Matrix n n ℂ}
    (hρ : IsDensity ρ) (hE : IsEffect E) :
    (E * (proj v - ρ)).trace.re ≤ √(1 - expval v ρ) := by
  rw [advantage_eq]
  have key := fun s h0 h1 => fidelity_bound hv hρ hE (s := s) h0 h1
  have hd1 : expval v E - (E * ρ).trace.re ≤ 1 := by
    linarith [(expval_mem hv hE).2.2, trace_mul_nonneg hE.1 hρ.1]
  generalize expval v E - (E * ρ).trace.re = d at *
  generalize expval v ρ = F at *
  rcases le_or_gt d 0 with hd | hd
  · exact hd.trans (Real.sqrt_nonneg _)
  rw [Real.le_sqrt' hd]
  rcases hd1.lt_or_eq with h | rfl
  · have k := key d hd.le h
    have hp : 0 < 1 - d ^ 2 := by nlinarith
    have : F ≤ 1 - d ^ 2 := le_of_mul_le_mul_right (by linarith) hp
    linarith
  · -- perfect discrimination forces vanishing fidelity
    by_contra hF
    have hF0 : 0 < F := by linarith
    have hF1 : F ≤ 1 := by linarith [key 0 le_rfl one_pos]
    have k := key (1 - F / 2) (by linarith) (by linarith)
    have := mul_pos (pow_pos hF0 2) (by linarith : 0 < 3 - F)
    linarith

/-- The value `1 - F` is attained by some effect. -/
lemma one_sub_mem {v : n → ℂ} (hv : star v ⬝ᵥ v = 1) (ρ : Matrix n n ℂ) :
    1 - expval v ρ ∈ advantages v ρ := by
  refine ⟨proj v, effect_of_idem (proj_herm v) (proj_sq hv), ?_⟩
  change (proj v * (proj v - ρ)).trace.re = _
  rw [mul_sub, proj_sq hv, Matrix.trace_sub, Matrix.trace_mul_comm (proj v) ρ, trace_mul_proj,
    proj_trace hv, Complex.sub_re, Complex.one_re, expval]

/-- For a unit vector `v` and a density matrix `ρ` with `F = ⟨v, ρ v⟩`, the maximum of
`Tr(E (v v^* - ρ))` over effects exists and lies between `1 - F` and `√(1 - F)`. -/
theorem pure_mixed_bounds {v : n → ℂ} (hv : star v ⬝ᵥ v = 1) {ρ : Matrix n n ℂ}
    (hρ : IsDensity ρ) :
    ∃ M, IsGreatest (advantages v ρ) M ∧ 1 - expval v ρ ≤ M ∧ M ≤ √(1 - expval v ρ) := by
  have hc : Continuous fun E : Matrix n n ℂ => (E * (proj v - ρ)).trace.re :=
    Complex.continuous_re.comp (continuous_id.matrix_mul continuous_const).matrix_trace
  obtain ⟨M, hM⟩ := (isCompact_effects.image hc).exists_isGreatest ⟨_, one_sub_mem hv ρ⟩
  refine ⟨M, hM, hM.2 (one_sub_mem hv ρ), ?_⟩
  obtain ⟨E, hE, rfl⟩ := hM.1
  exact advantage_le hv hρ hE

end

end PureMixedDistinguishability
```

```lean
#print axioms PureMixedDistinguishability.pure_mixed_bounds
-- 'PureMixedDistinguishability.pure_mixed_bounds' depends on axioms: [propext, Classical.choice, Quot.sound]
```

## How the proof follows the derivation

`trace_mul_nonneg` uses Mathlib's description of positive elements as sums of terms `star s * s`. The matrices $X$ with $\mathrm{Re}\,\mathrm{Tr}(XB)\ge0$ are closed under addition, so it suffices to check a single such term, by cyclicity of the trace.

`isCompact_effects` writes positivity as a family of closed conditions, namely that the matrix is Hermitian and one condition for each vector, and places the effects inside a compact box of matrices with bounded entries. The entry bound comes from $\mathrm{Tr}\,E^2\le\mathrm{Tr}\,E\le N$.

The lemmas on `proj` supply $PMP=mP$, $P^*=P$, $P^2=P$ and $\mathrm{Tr}\,P=1$. `effect_of_idem` shows that a Hermitian idempotent is an effect, and `one_sub_mem` uses it to realise the value $1-F$.

`quadratic_bound` is the traced inequality for $(1-tP)M(1-tP)$. `fidelity_bound` applies it twice, with `c` standing for $1/A$. There `k1` and `k2` are the weighted inequalities, `k3` is their sum after the cross terms cancel, and `k4` multiplies it by $A$. The last `linarith` receives the square of $s(1-a-b)$, which is the gap between $AB$ and $(1-sd)^2$.

`advantage_le` carries out the three cases for $d$. Finally, `pure_mixed_bounds` obtains the maximum from compactness and continuity, bounds it below by the attained value $1-F$, and applies `advantage_le` to an effect that reaches it.
